# Andréief's identity on a finite set: a weighted sum over N-fermion configurations as one N×N determinant

Suppose N fermions on M sites are in a known state, and we want the distribution of the number found in some region. Working directly from the wavefunction means summing over M^N configurations, about 10³² for twenty particles on forty sites. Antisymmetry reduces this to about 10¹¹ distinct sets of occupied sites, but even this smaller number grows exponentially with system size at a fixed partial filling. For a normalised Slater determinant, the average of a product ∏_p f(x_p), with the same function f for every particle, equals one N×N determinant. The characteristic function of the number in a region is such an average.

## Orbitals, configurations and weights

Let X be a finite set of sites, which may include a spin label. A configuration is an N-tuple x = (x_0, …, x_{N−1}) of sites. Orbitals φ_i and ψ_i, with i = 0, …, N−1, are arbitrary complex functions on X.

```lean
import Mathlib

open Finset
open scoped ComplexConjugate

namespace AndreiefIdentity

noncomputable section

variable {X : Type*} [Fintype X] {N : ℕ}
```

The determinant has orbitals as rows and particles as columns:

D_φ(x) = det[φ_i(x_p)].

The textbook wavefunction carries a further factor 1/√N!, which `slater` omits.

```lean
/-- The unnormalised Slater determinant `det φ_i(x_p)` of `N` orbitals at the positions `x`. -/
def slater (φ : Fin N → X → ℂ) (x : Fin N → X) : ℂ :=
  (Matrix.of fun i p => φ i (x p)).det
```

For a complex one-particle function f on X, define

W_ij = ∑_y f(y) φ_i(y) conj ψ_j(y).

In Dirac notation this is ⟨ψ_j|f|φ_i⟩, so the indices are transposed relative to the usual matrix; the determinant is the same. Since f is a function of the site, it stands for an operator diagonal in the site basis, which excludes hopping and currents.

```lean
/-- The matrix `∑_y f(y) φ_i(y) conj ψ_j(y)` of a one-particle function `f` between two sets
of orbitals. -/
def weightedOverlap (φ ψ : Fin N → X → ℂ) (f : X → ℂ) : Matrix (Fin N) (Fin N) ℂ :=
  Matrix.of fun i j => ∑ y, f y * φ i y * conj (ψ j y)
```

The missing normalisation enters as 1/N! in the weighted sum of a function F of the configuration:

⟨F⟩_φ = (1/N!) ∑_x |D_φ(x)|² F(x).

Despite its name, `slaterAverage` is a true average only when the weights sum to one.

```lean
/-- The sum of `F` over all `N`-particle configurations with the weights `|det φ_i(x_p)|² / N!`. -/
def slaterAverage (φ : Fin N → X → ℂ) (F : (Fin N → X) → ℂ) : ℂ :=
  (∑ x : Fin N → X, ((‖slater φ x‖ ^ 2 : ℝ) : ℂ) * F x) / (N.factorial : ℂ)
```

Orthonormal orbitals ensure this, as shown below. The condition is ∑_y conj φ_i(y) φ_j(y) = δ_ij.

```lean
/-- The orbitals are orthonormal on the finite set of sites. -/
def IsOrthonormal (φ : Fin N → X → ℂ) : Prop :=
  ∀ i j, ∑ y, conj (φ i y) * φ j y = if i = j then 1 else 0
```

## One determinant against a Hartree product

Start with the simple product ∏_p φ_p(x_p) and expand the other factor over permutations σ:

conj D_ψ(x) = ∑_σ sgn(σ) ∏_p conj ψ_{σ(p)}(x_p).

For fixed σ, each x_p appears in only one factor, so the sum over configurations splits:

∑_x ∏_p f(x_p) φ_p(x_p) conj ψ_{σ(p)}(x_p) = ∏_p W_{p,σ(p)}.

Summing over σ with its sign gives det W. In Lean, `hconj` is the expansion, `Finset.sum_comm` exchanges the two sums, and `Finset.prod_univ_sum` is the factorisation. The initial transpose matches Lean's index order in the determinant formula.

```lean
/-- A Hartree product of orbitals, paired with a Slater determinant under the weight `∏ f(x_p)`,
gives the determinant of the weighted overlap matrix. -/
theorem hartree_pairing (φ ψ : Fin N → X → ℂ) (f : X → ℂ) :
    ∑ x : Fin N → X, (∏ p, φ p (x p)) * conj (slater ψ x) * ∏ p, f (x p)
      = (weightedOverlap φ ψ f).det := by
  have hconj : ∀ x : Fin N → X, conj (slater ψ x) =
      ∑ σ : Equiv.Perm (Fin N), ((Equiv.Perm.sign σ : ℤ) : ℂ) * ∏ p, conj (ψ (σ p) (x p)) := by
    intro x
    simp only [slater, Matrix.det_apply', Matrix.of_apply, map_sum, map_mul, map_prod,
      map_intCast]
  rw [← Matrix.det_transpose, Matrix.det_apply']
  simp only [hconj, Finset.mul_sum, Finset.sum_mul]
  rw [Finset.sum_comm]
  refine Finset.sum_congr rfl fun σ _ => ?_
  -- for a fixed permutation the sum over configurations factorises
  simp only [Matrix.transpose_apply, weightedOverlap, Matrix.of_apply]
  rw [Finset.prod_univ_sum, Fintype.piFinset_univ, Finset.mul_sum]
  refine Finset.sum_congr rfl fun x _ => ?_
  simp only [Finset.prod_mul_distrib]
  ring
```

## The second determinant supplies N!

Now expand D_φ as well:

D_φ(x) = ∑_τ sgn(τ) ∏_p φ_{τ(p)}(x_p).

Each term is a Hartree product with its orbitals permuted. The previous result applies with the rows of W permuted, and gives sgn(τ) det W. Therefore

∑_x D_φ(x) conj D_ψ(x) ∏_p f(x_p) = ∑_τ sgn(τ)² det W = N! det W.

This is Andréief's identity with sums over sites in place of the customary integrals. No orthogonality is used. The row permutation is `hperm`, the squared sign is `hsign`, and the `calc` block ends by counting the N! equal terms.

```lean
/-- Andréief's identity: two Slater determinants, summed over all configurations with the weight
`∏ f(x_p)`, give `N!` times the determinant of the weighted overlap matrix. -/
theorem andreief (φ ψ : Fin N → X → ℂ) (f : X → ℂ) :
    ∑ x : Fin N → X, slater φ x * conj (slater ψ x) * ∏ p, f (x p)
      = (N.factorial : ℂ) * (weightedOverlap φ ψ f).det := by
  -- permuting the orbitals of the Hartree product permutes the rows of the overlap matrix
  have hperm : ∀ τ : Equiv.Perm (Fin N),
      ∑ x : Fin N → X, (∏ p, φ (τ p) (x p)) * conj (slater ψ x) * ∏ p, f (x p)
        = ((Equiv.Perm.sign τ : ℤ) : ℂ) * (weightedOverlap φ ψ f).det := by
    intro τ
    rw [← Matrix.det_permute]
    exact hartree_pairing (fun p => φ (τ p)) ψ f
  have hsign : ∀ τ : Equiv.Perm (Fin N),
      ((Equiv.Perm.sign τ : ℤ) : ℂ) * ((Equiv.Perm.sign τ : ℤ) : ℂ) = 1 := by
    intro τ
    rw [← Int.cast_mul, ← Units.val_mul, Int.units_mul_self]
    simp
  have hexp : ∀ x : Fin N → X, slater φ x =
      ∑ τ : Equiv.Perm (Fin N), ((Equiv.Perm.sign τ : ℤ) : ℂ) * ∏ p, φ (τ p) (x p) := by
    intro x
    simp only [slater, Matrix.det_apply', Matrix.of_apply]
  calc ∑ x : Fin N → X, slater φ x * conj (slater ψ x) * ∏ p, f (x p)
      = ∑ τ : Equiv.Perm (Fin N), ((Equiv.Perm.sign τ : ℤ) : ℂ) *
          ∑ x : Fin N → X, (∏ p, φ (τ p) (x p)) * conj (slater ψ x) * ∏ p, f (x p) := by
        simp only [Finset.mul_sum]
        rw [Finset.sum_comm]
        refine Finset.sum_congr rfl fun x _ => ?_
        rw [hexp x, Finset.sum_mul, Finset.sum_mul]
        refine Finset.sum_congr rfl fun τ _ => ?_
        ring
    _ = ∑ _τ : Equiv.Perm (Fin N), (weightedOverlap φ ψ f).det := by
        refine Finset.sum_congr rfl fun τ _ => ?_
        rw [hperm τ, ← mul_assoc, hsign τ, one_mul]
    _ = (N.factorial : ℂ) * (weightedOverlap φ ψ f).det := by
        rw [Finset.sum_const, Finset.card_univ, Fintype.card_perm, Fintype.card_fin,
          nsmul_eq_mul]
```

Setting f = 1 gives the overlap of two determinants. With the factor 1/√N! restored, the wavefunctions Φ = D_φ/√N! and Ψ = D_ψ/√N! satisfy

⟨Ψ|Φ⟩ = det[∑_y φ_i(y) conj ψ_j(y)].

This overlap enters configuration interaction with non-orthogonal determinants, here for orbitals given on finitely many sites.

```lean
/-- The overlap of two Slater determinants built from arbitrary orbitals is `N!` times the
determinant of the orbital overlaps. -/
theorem slater_overlap (φ ψ : Fin N → X → ℂ) :
    ∑ x : Fin N → X, slater φ x * conj (slater ψ x)
      = (N.factorial : ℂ) * (Matrix.of fun i j => ∑ y, φ i y * conj (ψ j y)).det := by
  simpa [weightedOverlap] using andreief φ ψ (fun _ => 1)
```

## The generating functional and its normalisation

Set ψ = φ, use z conj z = |z|², and divide by N!:

⟨∏_p f(x_p)⟩_φ = det[∑_y f(y) φ_i(y) conj φ_j(y)].

```lean
/-- The generating functional: the sum of `∏ f(x_p)` with the weights `|det φ_i(x_p)|² / N!` is
the determinant of the matrix of `f` in the orbitals. -/
theorem generating_functional (φ : Fin N → X → ℂ) (f : X → ℂ) :
    slaterAverage φ (fun x => ∏ p, f (x p)) = (weightedOverlap φ φ f).det := by
  have hN : (N.factorial : ℂ) ≠ 0 := Nat.cast_ne_zero.mpr (Nat.factorial_ne_zero N)
  have hsq : ∀ z : ℂ, ((‖z‖ ^ 2 : ℝ) : ℂ) = z * conj z := by
    intro z
    rw [Complex.mul_conj, Complex.normSq_eq_norm_sq]
  unfold slaterAverage
  rw [div_eq_iff hN, mul_comm (weightedOverlap φ φ f).det, ← andreief φ φ f]
  refine Finset.sum_congr rfl fun x _ => ?_
  rw [hsq]
```

For f = 1 and orthonormal orbitals, W is the identity matrix, so the total weight is det 1 = 1. The weights are then the Born probabilities of the configurations.

```lean
/-- For orthonormal orbitals the weights `|det φ_i(x_p)|² / N!` sum to one. -/
theorem total_probability (φ : Fin N → X → ℂ) (hφ : IsOrthonormal φ) :
    slaterAverage φ (fun _ => 1) = 1 := by
  have hW : weightedOverlap φ φ (fun _ => 1) = 1 := by
    ext i j
    have h := hφ j i
    simp only [weightedOverlap, Matrix.of_apply, one_mul, Matrix.one_apply]
    simp only [mul_comm (φ i _), h, eq_comm]
  have h := generating_functional φ (fun _ => 1)
  rw [hW, Matrix.det_one] at h
  simpa using h
```

## Counting statistics of a one-body observable

Let h be a real function on X, t a real number and I the imaginary unit. The exponential of a sum is a product,

exp(I t ∑_p h(x_p)) = ∏_p exp(I t h(x_p)),

so the generating functional applies with f(y) = exp(I t h(y)). If h is 1 inside a region and 0 outside, ∑_p h(x_p) is the number of particles in the region. For orthonormal orbitals the determinant is then the characteristic function of that number, for non-interacting fermions in a single determinant.

```lean
/-- Full counting statistics of a real one-body observable `h`: the sum of `exp(i t ∑ h(x_p))`
with the weights `|det φ_i(x_p)|² / N!` is the determinant of `exp(i t h)` in the orbitals. -/
theorem characteristic_function (φ : Fin N → X → ℂ) (h : X → ℝ) (t : ℝ) :
    slaterAverage φ (fun x => Complex.exp (Complex.I * t * ∑ p, (h (x p) : ℂ)))
      = (weightedOverlap φ φ (fun y => Complex.exp (Complex.I * t * h y))).det := by
  rw [← generating_functional]
  congr 1
  funext x
  rw [Finset.mul_sum, Complex.exp_sum]
```

These are statistics at one instant, not of charge passing through a contact over time. Applying them to a real system requires a separate justification for describing its state by one determinant on a finite set of sites.

If f has no matrix elements between different orbitals, W is diagonal and

⟨∏_p f(x_p)⟩_φ = ∏_i ∑_y f(y) |φ_i(y)|².

The hypothesis `hf` states this absence of coupling for the chosen f. It holds for every f when the orbitals occupy disjoint sets of sites, as for particles in separate wells.

```lean
/-- If `f` has no matrix elements between different orbitals, the generating functional is a
product of one-particle sums, one for each orbital. -/
theorem independent_particles (φ : Fin N → X → ℂ) (f : X → ℂ)
    (hf : ∀ i j, i ≠ j → ∑ y, f y * φ i y * conj (φ j y) = 0) :
    slaterAverage φ (fun x => ∏ p, f (x p)) = ∏ i, ∑ y, f y * φ i y * conj (φ i y) := by
  have hW : weightedOverlap φ φ f
      = Matrix.diagonal (fun i => ∑ y, f y * φ i y * conj (φ i y)) := by
    ext i j
    by_cases hij : i = j
    · subst hij
      simp [weightedOverlap]
    · rw [Matrix.diagonal_apply_ne _ hij]
      exact hf i j hij
  rw [generating_functional, hW, Matrix.det_diagonal]
```

## Two particles on three sites

Take φ_0 = (1, 2I, 2)/3 and φ_1 = (2, I, −2)/3 on sites 0, 1, 2.

```lean
/-- Two complex orbitals on three sites, `(1, 2i, 2)/3` and `(2, i, -2)/3`. -/
def threeSiteOrbitals : Fin 2 → Fin 3 → ℂ :=
  ![![⟨1 / 3, 0⟩, ⟨0, 2 / 3⟩, ⟨2 / 3, 0⟩], ![⟨2 / 3, 0⟩, ⟨0, 1 / 3⟩, ⟨-2 / 3, 0⟩]]
```

Each has squared norm 9/9 = 1, and their inner product is

∑_y conj φ_0(y) φ_1(y) = (2 + 2 − 4)/9 = 0.

The proof runs through the four index pairs with `fin_cases` and evaluates each sum.

```lean
/-- The two orbitals on three sites are orthonormal. -/
theorem isOrthonormal_witness : IsOrthonormal threeSiteOrbitals := by
  intro i j
  fin_cases i <;> fin_cases j <;>
    simp [threeSiteOrbitals, Fin.sum_univ_three, Complex.ext_iff] <;> norm_num

end

end AndreiefIdentity
```

To count particles on site 0, choose f = (z, 1, 1) with z a complex number. Then

W_00 = (z + 8)/9, W_11 = (4z + 5)/9, W_01 = W_10 = 2(z − 1)/9,

det W = [(z + 8)(4z + 5) − 4(z − 1)²]/81 = (4 + 5z)/9.

Site 0 is thus occupied with probability 5/9. The direct sum agrees: D_φ equals −I/3, −2/3 and −2I/3 for the site pairs (0,1), (0,2) and (1,2). The two orderings of each pair cancel the 1/2!, leaving probabilities 1/9, 4/9 and 4/9, and the first two add up to 5/9.

```lean
#print axioms AndreiefIdentity.andreief
-- 'AndreiefIdentity.andreief' depends on axioms: [propext, Classical.choice, Quot.sound]
#print axioms AndreiefIdentity.total_probability
-- 'AndreiefIdentity.total_probability' depends on axioms: [propext, Classical.choice, Quot.sound]
#print axioms AndreiefIdentity.characteristic_function
-- 'AndreiefIdentity.characteristic_function' depends on axioms: [propext, Classical.choice, Quot.sound]
#print axioms AndreiefIdentity.independent_particles
-- 'AndreiefIdentity.independent_particles' depends on axioms: [propext, Classical.choice, Quot.sound]
```
